# The crystal truncation rod with Robinson roughness, away from Bragg points

The model is a stack of identical layers, each directly above the next with no sideways shift, in the single-scattering approximation. Let a be the phase difference between neighbouring layers (momentum transfer normal to the surface times layer spacing), and let z = exp(ia). Amplitudes are in units of one full layer. Absorption enters as a factor r in the amplitude for each step down from one filled layer to the next, so r = 1 means no absorption; the partially filled layers on top are not attenuated. The parameter b, with 0 ≤ b < 1, sets the roughness: the nth layer above the top filled one has mean occupancy bⁿ. Bragg points are the phases with z = 1.

```lean
import Mathlib

open Filter Topology

namespace CrystalTruncationRod

noncomputable section
```

This loads Mathlib and opens its language for limits.

```lean
/-- The phase factor `z = exp(i a)` between waves scattered by neighbouring layers. -/
def layerPhase (a : ℝ) : ℂ := Complex.exp (a * Complex.I)
```

`layerPhase a` is z. The real number a is converted to a complex one automatically.

```lean
/-- The rod amplitude: filled layers `n ≥ 0` going down, attenuated by `r ^ n`, plus partially
filled layers `n ≥ 1` going up, with occupancies `b ^ n`. -/
def rodAmplitude (r b a : ℝ) : ℂ :=
  (∑' n : ℕ, (r : ℂ) ^ n * layerPhase a ^ (-(n : ℤ))) +
    ∑' n : ℕ, (b : ℂ) ^ (n + 1) * layerPhase a ^ (n + 1)
```

In ordinary notation the amplitude is

A(r) = Σ_{n≥0} rⁿ z⁻ⁿ + Σ_{n≥1} bⁿ zⁿ.

Lean counts the second sum from n = 0, hence the exponents `n + 1`. The symbol `∑'` is an infinite sum, which Lean sets to 0 if the series is not summable, so convergence has to be proved before the value means anything.

## Two geometric series

```lean
lemma norm_layerPhase (a : ℝ) : ‖layerPhase a‖ = 1 :=
  Complex.norm_exp_ofReal_mul_I a
```

The phase factor has modulus one: |z| = 1.

```lean
lemma layerPhase_neg (a : ℝ) : layerPhase (-a) = (layerPhase a)⁻¹ := by
  simp [layerPhase, Complex.exp_neg]
```

Reversing the sign of a turns z into 1/z.

```lean
/-- The attenuated series over the filled layers converges to `1 / (1 - r / z)`. -/
theorem bulk_hasSum {r : ℝ} (h0 : 0 ≤ r) (h1 : r < 1) (a : ℝ) :
    HasSum (fun n : ℕ => (r : ℂ) ^ n * layerPhase a ^ (-(n : ℤ)))
      (1 - r * (layerPhase a)⁻¹)⁻¹ := by
  have h : ‖(r : ℂ) * (layerPhase a)⁻¹‖ < 1 := by
    rw [norm_mul, norm_inv, norm_layerPhase, Complex.norm_real, Real.norm_of_nonneg h0]
    simpa using h1
  have e : (fun n : ℕ => (r : ℂ) ^ n * layerPhase a ^ (-(n : ℤ))) =
      fun n : ℕ => ((r : ℂ) * (layerPhase a)⁻¹) ^ n := by
    funext n
    rw [zpow_neg, zpow_natCast, mul_pow, inv_pow]
  rw [e]
  exact hasSum_geometric_of_norm_lt_one h
```

`HasSum` says that the series converges to the stated value. Each term is (r/z)ⁿ and |r/z| = r < 1, so the sum is 1/(1 − r/z). The proof establishes the bound `h`, rewrites the terms with `e`, and applies Mathlib's geometric series.

```lean
/-- The series over the partially filled layers converges to `b z / (1 - b z)`. -/
theorem rough_hasSum {b : ℝ} (h0 : 0 ≤ b) (h1 : b < 1) (a : ℝ) :
    HasSum (fun n : ℕ => (b : ℂ) ^ (n + 1) * layerPhase a ^ (n + 1))
      (b * layerPhase a * (1 - b * layerPhase a)⁻¹) := by
  have h : ‖(b : ℂ) * layerPhase a‖ < 1 := by
    rw [norm_mul, norm_layerPhase, Complex.norm_real, Real.norm_of_nonneg h0]
    simpa using h1
  have e : (fun n : ℕ => (b : ℂ) ^ (n + 1) * layerPhase a ^ (n + 1)) =
      fun n : ℕ => (b : ℂ) * layerPhase a * ((b : ℂ) * layerPhase a) ^ n := by
    funext n
    ring
  rw [e]
  exact (hasSum_geometric_of_norm_lt_one h).mul_left _
```

Likewise |bz| = b < 1. Taking out one factor bz leaves a geometric series, with total bz/(1 − bz).

## The exact intensity at finite attenuation

```lean
lemma norm_sq_one_sub (r a : ℝ) :
    ‖1 - (r : ℂ) * layerPhase a‖ ^ 2 = 1 + r ^ 2 - 2 * r * Real.cos a := by
  have hre : (layerPhase a).re = Real.cos a := Complex.exp_ofReal_mul_I_re a
  have him : (layerPhase a).im = Real.sin a := Complex.exp_ofReal_mul_I_im a
  rw [← Complex.normSq_eq_norm_sq, Complex.normSq_apply]
  simp only [Complex.sub_re, Complex.one_re, Complex.mul_re, Complex.ofReal_re,
    Complex.ofReal_im, Complex.sub_im, Complex.one_im, Complex.mul_im, hre, him]
  linear_combination r ^ 2 * Real.sin_sq_add_cos_sq a
```

Splitting into real and imaginary parts gives

|1 − rz|² = (1 − r cos a)² + r² sin² a = 1 + r² − 2r cos a.

The tactic `linear_combination` checks the last step from sin² a + cos² a = 1.

```lean
lemma denominator_pos {r : ℝ} (h0 : 0 ≤ r) (h1 : r < 1) (a : ℝ) :
    0 < 1 + r ^ 2 - 2 * r * Real.cos a := by
  have h2 : 0 < (1 - r) ^ 2 := pow_pos (sub_pos.mpr h1) 2
  have h3 : 0 ≤ r * (1 - Real.cos a) := mul_nonneg h0 (sub_nonneg.mpr (Real.cos_le_one a))
  nlinarith
```

This quantity equals (1 − r)² + 2r(1 − cos a), which is positive for 0 ≤ r < 1.

```lean
lemma one_sub_ne_zero {r : ℝ} (h0 : 0 ≤ r) (h1 : r < 1) (a : ℝ) :
    1 - (r : ℂ) * layerPhase a ≠ 0 := by
  intro h
  have h2 := norm_sq_one_sub r a
  have h3 := denominator_pos h0 h1 a
  rw [← h2, h] at h3
  simp at h3
```

Hence 1 − rz is not zero, and we may divide by it.

```lean
/-- The bulk and roughness amplitudes combine into a single fraction. -/
theorem rodAmplitude_eq {r b : ℝ} (hr0 : 0 ≤ r) (hr1 : r < 1) (hb0 : 0 ≤ b) (hb1 : b < 1)
    (a : ℝ) : rodAmplitude r b a =
      (1 - r * b) / ((1 - r * (layerPhase a)⁻¹) * (1 - b * layerPhase a)) := by
  have hA : 1 - (r : ℂ) * (layerPhase a)⁻¹ ≠ 0 := by
    rw [← layerPhase_neg]
    exact one_sub_ne_zero hr0 hr1 (-a)
  have hB := one_sub_ne_zero hb0 hb1 a
  have hz : layerPhase a ≠ 0 := Complex.exp_ne_zero _
  -- the cross terms cancel because `z * z⁻¹ = 1`
  have key : ∀ z w A B : ℂ, z * w = 1 → A * (1 - r * w) = 1 → B * (1 - b * z) = 1 →
      (A + b * z * B) * ((1 - r * w) * (1 - b * z)) = 1 - r * b := by
    intro z w A B h1 h2 h3
    linear_combination (1 - b * z) * h2 + b * z * (1 - r * w) * h3 - b * r * h1
  rw [rodAmplitude, (bulk_hasSum hr0 hr1 a).tsum_eq, (rough_hasSum hb0 hb1 a).tsum_eq,
    eq_div_iff (mul_ne_zero hA hB)]
  exact key _ _ _ _ (mul_inv_cancel₀ hz) (inv_mul_cancel₀ hA) (inv_mul_cancel₀ hB)
```

Over a common denominator the numerator is

(1 − bz) + bz(1 − r/z) = 1 − rb,

so A(r) = (1 − rb)/((1 − r/z)(1 − bz)). The auxiliary statement `key` is this cancellation, with w playing the part of 1/z.

```lean
/-- The exact rod intensity at finite attenuation `0 ≤ r < 1`, for every phase `a`. -/
theorem rodIntensity_eq {r b : ℝ} (hr0 : 0 ≤ r) (hr1 : r < 1) (hb0 : 0 ≤ b) (hb1 : b < 1)
    (a : ℝ) : ‖rodAmplitude r b a‖ ^ 2 = (1 - r * b) ^ 2 /
      ((1 + r ^ 2 - 2 * r * Real.cos a) * (1 + b ^ 2 - 2 * b * Real.cos a)) := by
  have hn : (1 : ℂ) - r * b = ((1 - r * b : ℝ) : ℂ) := by simp
  rw [rodAmplitude_eq hr0 hr1 hb0 hb1, norm_div, norm_mul, div_pow, mul_pow,
    norm_sq_one_sub b a, ← layerPhase_neg, norm_sq_one_sub r (-a), Real.cos_neg, hn,
    Complex.norm_real, Real.norm_eq_abs, sq_abs]
```

Taking the squared modulus, and using cos(−a) = cos a for the factor with 1/z, gives

|A(r)|² = (1 − rb)²/((1 + r² − 2r cos a)(1 + b² − 2b cos a)).

This holds for every a, Bragg points included, as long as 0 ≤ r < 1 and 0 ≤ b < 1.

## Letting the attenuation vanish

```lean
lemma cos_eq_half (a : ℝ) : Real.cos a = 1 - 2 * Real.sin (a / 2) ^ 2 := by
  have h : Real.cos a = 2 * Real.cos (a / 2) ^ 2 - 1 := by
    rw [← Real.cos_two_mul]
    congr 1
    ring
  linear_combination h + 2 * Real.sin_sq_add_cos_sq (a / 2)
```

This is the half-angle identity cos a = 1 − 2 sin²(a/2).

```lean
lemma sin_half_ne_zero {a : ℝ} (ha : layerPhase a ≠ 1) : Real.sin (a / 2) ≠ 0 := by
  intro h
  have hc : Real.cos a = 1 := by rw [cos_eq_half, h]; norm_num
  have hs : Real.sin a = 0 := by
    have h2 := Real.sin_sq_add_cos_sq a
    rw [hc] at h2
    exact pow_eq_zero_iff (two_ne_zero) |>.mp (by linarith)
  apply ha
  apply Complex.ext
  · exact (Complex.exp_ofReal_mul_I_re a).trans hc
  · exact (Complex.exp_ofReal_mul_I_im a).trans hs
```

If sin(a/2) were 0, then cos a = 1 and sin a = 0, so z = 1. Away from Bragg points, therefore, sin(a/2) ≠ 0.

```lean
/-- Crystal truncation rod with Robinson roughness: the intensity away from Bragg points
in the limit of vanishing attenuation, `r → 1` from below. -/
theorem truncation_rod {b a : ℝ} (hb0 : 0 ≤ b) (hb1 : b < 1) (ha : layerPhase a ≠ 1) :
    Tendsto (fun r : ℝ => ‖rodAmplitude r b a‖ ^ 2) (𝓝[<] 1)
      (𝓝 ((1 - b) ^ 2 /
        (4 * Real.sin (a / 2) ^ 2 * (1 + b ^ 2 - 2 * b * Real.cos a)))) := by
  have hs : 1 + (1 : ℝ) ^ 2 - 2 * 1 * Real.cos a = 4 * Real.sin (a / 2) ^ 2 := by
    rw [cos_eq_half]
    ring
  have hne : (1 + (1 : ℝ) ^ 2 - 2 * 1 * Real.cos a) *
      (1 + b ^ 2 - 2 * b * Real.cos a) ≠ 0 := by
    rw [hs]
    exact mul_ne_zero (mul_ne_zero four_ne_zero (pow_ne_zero 2 (sin_half_ne_zero ha)))
      (denominator_pos hb0 hb1 a).ne'
  -- the exact intensity is continuous at `r = 1` away from Bragg points
  have hc : ContinuousAt (fun r : ℝ => (1 - r * b) ^ 2 /
      ((1 + r ^ 2 - 2 * r * Real.cos a) * (1 + b ^ 2 - 2 * b * Real.cos a))) 1 :=
    ContinuousAt.div (by fun_prop) (by fun_prop) hne
  have ht : Tendsto (fun r : ℝ => (1 - r * b) ^ 2 /
      ((1 + r ^ 2 - 2 * r * Real.cos a) * (1 + b ^ 2 - 2 * b * Real.cos a))) (𝓝[<] 1)
      (𝓝 ((1 - 1 * b) ^ 2 / ((1 + (1 : ℝ) ^ 2 - 2 * 1 * Real.cos a) *
        (1 + b ^ 2 - 2 * b * Real.cos a)))) :=
    hc.tendsto.mono_left nhdsWithin_le_nhds
  rw [hs, one_mul b] at ht
  refine ht.congr' ?_
  filter_upwards [Ioo_mem_nhdsLT (zero_lt_one' ℝ)] with r hr
  exact (rodIntensity_eq hr.1.le hr.2 hb0 hb1 a).symm
```

`Tendsto` with `𝓝[<] 1` means the limit as r approaches 1 from below. At r = 1 the first denominator factor is 2 − 2cos a = 4 sin²(a/2), which is nonzero, and the second factor is positive because 0 ≤ b < 1. The exact formula is therefore continuous there and

|A(r)|² → (1 − b)²/(4 sin²(a/2)(1 + b² − 2b cos a)).

In the proof, `hc` is the continuity, and `filter_upwards` restricts to 0 < r < 1, where the exact formula applies.

To fit surface x-ray diffraction data with this single-scattering model, away from Bragg points and with absorption neglected, one multiplies the smooth rod by (1 − b)²/(1 + b² − 2b cos a), and by |F|² if all layers share a structure factor F. The model leaves out surface relaxation and diffuse scattering.

## Rough against smooth

```lean
/-- Away from Bragg points, the rod of a rough surface, `0 < b < 1`, is strictly weaker
than the rod `1 / (4 sin²(a/2))` of the smooth surface. -/
theorem rough_lt_smooth {b a : ℝ} (hb0 : 0 < b) (hb1 : b < 1) (ha : layerPhase a ≠ 1) :
    (1 - b) ^ 2 / (4 * Real.sin (a / 2) ^ 2 * (1 + b ^ 2 - 2 * b * Real.cos a)) <
      1 / (4 * Real.sin (a / 2) ^ 2) := by
  have hs : 0 < 4 * Real.sin (a / 2) ^ 2 := by
    have := sin_half_ne_zero ha
    positivity
  have hD : (1 - b) ^ 2 < 1 + b ^ 2 - 2 * b * Real.cos a := by
    rw [cos_eq_half]
    nlinarith [mul_pos hb0 hs]
  rw [div_lt_div_iff₀ (mul_pos hs (denominator_pos hb0.le hb1 a)) hs]
  nlinarith [mul_pos hs (sub_pos.mpr hD)]
```

Since 1 + b² − 2b cos a = (1 − b)² + 4b sin²(a/2), the roughness factor is below 1 when 0 < b < 1 and z ≠ 1. In the limit r → 1 the rough rod is then strictly weaker than the smooth one, 1/(4 sin²(a/2)).

```lean
/-- Midway between Bragg peaks, `a = π`, the limiting rod intensity is
`((1 - b) / (1 + b))² / 4`. -/
theorem antiBragg_intensity {b : ℝ} (hb0 : 0 ≤ b) (hb1 : b < 1) :
    Tendsto (fun r : ℝ => ‖rodAmplitude r b Real.pi‖ ^ 2) (𝓝[<] 1)
      (𝓝 (((1 - b) / (1 + b)) ^ 2 / 4)) := by
  have hne : layerPhase Real.pi ≠ 1 := by
    rw [layerPhase, Complex.exp_pi_mul_I]
    norm_num
  have h := truncation_rod hb0 hb1 hne
  have e : ((1 - b) / (1 + b)) ^ 2 / 4 = (1 - b) ^ 2 /
      (4 * Real.sin (Real.pi / 2) ^ 2 * (1 + b ^ 2 - 2 * b * Real.cos Real.pi)) := by
    rw [Real.sin_pi_div_two, Real.cos_pi, div_pow, div_div]
    congr 1
    ring
  rw [e]
  exact h

end

end CrystalTruncationRod
```

At a = π, midway between Bragg peaks, sin(a/2) = 1 and cos a = −1, so the limit is ((1 − b)/(1 + b))²/4.

For b = 1/2 the two series tend to 1/2 and −1/3. Their sum is 1/6 and the intensity 1/36, against 1/4 for the smooth surface. With r = 0.9 the amplitude is 1/1.9 − 1/3 ≈ 0.193 and the intensity about 0.037.

```lean
#print axioms CrystalTruncationRod.truncation_rod
#print axioms CrystalTruncationRod.rough_lt_smooth
#print axioms CrystalTruncationRod.antiBragg_intensity
```

```
'CrystalTruncationRod.truncation_rod' depends on axioms: [propext, Classical.choice, Quot.sound]
'CrystalTruncationRod.rough_lt_smooth' depends on axioms: [propext, Classical.choice, Quot.sound]
'CrystalTruncationRod.antiBragg_intensity' depends on axioms: [propext, Classical.choice, Quot.sound]
```
